# A linear map between matrix spaces has a Kraus form exactly when its Choi matrix is positive semidefinite

The declaration `choi_posSemidef_iff_kraus` concerns a linear map Φ between spaces of finite complex matrices: its Choi matrix J = ∑ E_ij ⊗ Φ(E_ij) is positive semidefinite exactly when Φ(X) = ∑ K_k X K_kᴴ, with operators K_k labelled by pairs of an input and an output index. J is unnormalised; dividing it by the input dimension, when that is not zero, gives the version built from a normalised maximally entangled state. The names `choi` and `krausMap` point to the theory of quantum channels, but Φ need not preserve the trace here, and complete positivity is not itself part of the statement. For the forward direction the attempt factors J as BᴴB, reshapes the conjugated rows of B into Kraus operators, and uses the fact that a map is determined by its Choi matrix; the converse is the preceding lemma.

Lean 4 with Mathlib refuses this proof:

```lean
import Mathlib

open Matrix
open scoped Kronecker ComplexOrder MatrixOrder

namespace ChoiMatrix

noncomputable section

variable {n m κ : Type*} [Fintype n] [DecidableEq n] [Fintype m] [DecidableEq m] [Fintype κ]

/-- The Choi matrix `∑ i j, E_ij ⊗ Φ(E_ij)` of a linear map between matrix spaces. -/
def choi (Φ : Matrix n n ℂ →ₗ[ℂ] Matrix m m ℂ) : Matrix (n × m) (n × m) ℂ :=
  ∑ i, ∑ j, Matrix.single i j (1 : ℂ) ⊗ₖ Φ (Matrix.single i j 1)

/-- The partial trace over the first tensor factor. -/
def partialTraceFirst (M : Matrix (n × m) (n × m) ℂ) : Matrix m m ℂ :=
  Matrix.of fun a b => ∑ i, M (i, a) (i, b)

/-- The map `X ↦ ∑ k, K_k X K_kᴴ` with Kraus operators `K_k`. -/
def krausMap (K : κ → Matrix m n ℂ) : Matrix n n ℂ →ₗ[ℂ] Matrix m m ℂ where
  toFun X := ∑ k, K k * X * (K k)ᴴ
  map_add' X Y := by
    simp only [Matrix.mul_add, Matrix.add_mul, Finset.sum_add_distrib]
  map_smul' c X := by
    simp only [Matrix.mul_smul, Matrix.smul_mul, Finset.smul_sum, RingHom.id_apply]

/-- The matrix whose columns are the vectorised Kraus operators. -/
def krausVectors (K : κ → Matrix m n ℂ) : Matrix (n × m) κ ℂ :=
  Matrix.of fun p k => K k p.2 p.1

omit [Fintype m] [DecidableEq m] in
/-- The blocks of the Choi matrix are the images of the matrix units. -/
theorem choi_apply (Φ : Matrix n n ℂ →ₗ[ℂ] Matrix m m ℂ) (i j : n) (a b : m) :
    choi Φ (i, a) (j, b) = Φ (Matrix.single i j 1) a b := by
  simp only [choi, Matrix.sum_apply, Matrix.kroneckerMap_apply]
  rw [Finset.sum_eq_single i, Finset.sum_eq_single j]
  · simp
  · intro j' _ h
    simp [h]
  · simp
  · intro i' _ h
    simp [h]
  · simp

/-- The output of a linear map is recovered from its Choi matrix:
`Φ(X)` is the first-factor partial trace of `(Xᵀ ⊗ 1) J`. -/
theorem map_eq_partialTrace (Φ : Matrix n n ℂ →ₗ[ℂ] Matrix m m ℂ) (X : Matrix n n ℂ) :
    Φ X = partialTraceFirst ((Xᵀ ⊗ₖ (1 : Matrix m m ℂ)) * choi Φ) := by
  -- expand the input in matrix units
  have hX : X = ∑ i, ∑ j, X i j • Matrix.single i j (1 : ℂ) := by
    conv_lhs => rw [Matrix.matrix_eq_sum_single X]
    simp [Matrix.smul_single]
  have hΦ : Φ X = ∑ i, ∑ j, X i j • Φ (Matrix.single i j 1) := by
    conv_lhs => rw [hX]
    simp only [map_sum, map_smul]
  ext a b
  rw [hΦ, Finset.sum_comm]
  -- the identity on the second factor selects the output row
  simp [partialTraceFirst, Matrix.mul_apply, Matrix.sum_apply, Fintype.sum_prod_type,
    choi_apply, Matrix.one_apply]

/-- Two linear maps with the same Choi matrix are equal. -/
theorem choi_injective :
    Function.Injective (choi : (Matrix n n ℂ →ₗ[ℂ] Matrix m m ℂ) → _) := by
  intro Φ Ψ h
  refine LinearMap.ext fun X => ?_
  rw [map_eq_partialTrace Φ X, map_eq_partialTrace Ψ X, h]

omit [Fintype m] [DecidableEq m] in
/-- The Choi matrix of a Kraus map is `V Vᴴ`, where the columns of `V` are the
vectorised Kraus operators. -/
theorem choi_krausMap (K : κ → Matrix m n ℂ) :
    choi (krausMap K) = krausVectors K * (krausVectors K)ᴴ := by
  ext ⟨i, a⟩ ⟨j, b⟩
  rw [choi_apply]
  change (∑ k, K k * Matrix.single i j (1 : ℂ) * (K k)ᴴ) a b = _
  rw [Matrix.sum_apply, Matrix.mul_apply]
  refine Finset.sum_congr rfl fun k _ => ?_
  -- only the column j of K E_ij is non-zero
  rw [Matrix.mul_apply, Finset.sum_eq_single j]
  · simp [krausVectors]
  · intro l _ h
    simp [Matrix.mul_apply, h.symm]
  · simp

omit [DecidableEq m] in
/-- A map of the form `X ↦ ∑ k, K_k X K_kᴴ` has a positive semidefinite Choi matrix. -/
theorem choi_krausMap_posSemidef (K : κ → Matrix m n ℂ) :
    (choi (krausMap K)).PosSemidef := by
  rw [choi_krausMap]
  exact Matrix.posSemidef_self_mul_conjTranspose _

/-- The Choi matrix of a linear map is positive semidefinite exactly when the map has a
Kraus form with operators labelled by pairs of an input and an output index. -/
theorem choi_posSemidef_iff_kraus (Φ : Matrix n n ℂ →ₗ[ℂ] Matrix m m ℂ) :
    (choi Φ).PosSemidef ↔ ∃ K : n × m → Matrix m n ℂ, Φ = krausMap K := by
  constructor
  · intro h
    -- factor J = Bᴴ B and reshape the conjugated rows of B into Kraus operators
    obtain ⟨B, hB⟩ := Matrix.posSemidef_iff_eq_conjTranspose_mul_self.mp h
    refine ⟨fun k => Matrix.of fun a i => star (B k (i, a)), choi_injective ?_⟩
    rw [choi_krausMap, hB]
    ext p q
    simp [krausVectors, Matrix.mul_apply]
  · rintro ⟨K, rfl⟩
    exact choi_krausMap_posSemidef K

end

end ChoiMatrix
```

Lean reports:

```
Main.lean:101:22: error(lean.unknownIdentifier): Unknown constant `Matrix.posSemidef_iff_eq_conjTranspose_mul_self.mp`
Main.lean:101:11: error: Tactic `rcases` failed: `x✝ : ?m.33` is not an inductive datatype
```

What went wrong. The first message says that Lean knows no constant by the name the proof uses for the factorisation, `Matrix.posSemidef_iff_eq_conjTranspose_mul_self`, here followed by `.mp`. The second follows from it: without that constant the term has no known type, so `obtain` has nothing to split into `B` and `hB`.

The repair gets the same factorisation in two steps. `Matrix.nonneg_iff_posSemidef.mpr h` restates positive semidefiniteness as `0 ≤ choi Φ` in the matrix order, and `CStarAlgebra.nonneg_iff_eq_star_mul_self.mp` then supplies a `B` with `choi Φ = star B * B`.

Since the factor is now written `star B` instead of `Bᴴ`, the last `simp` is also given `Matrix.star_eq_conjTranspose`, which identifies the two. The messages do not show whether `simp` would have managed without it. The choice of Kraus operators is unchanged.

This version goes through:

```diff
@@ -99,9 +99,10 @@
   · intro h
     -- factor J = Bᴴ B and reshape the conjugated rows of B into Kraus operators
-    obtain ⟨B, hB⟩ := Matrix.posSemidef_iff_eq_conjTranspose_mul_self.mp h
+    obtain ⟨B, hB⟩ := CStarAlgebra.nonneg_iff_eq_star_mul_self.mp
+      (Matrix.nonneg_iff_posSemidef.mpr h)
     refine ⟨fun k => Matrix.of fun a i => star (B k (i, a)), choi_injective ?_⟩
     rw [choi_krausMap, hB]
     ext p q
-    simp [krausVectors, Matrix.mul_apply]
+    simp [krausVectors, Matrix.mul_apply, Matrix.star_eq_conjTranspose]
   · rintro ⟨K, rfl⟩
     exact choi_krausMap_posSemidef K
```
